# The reciprocal form factor of a filled band of N Bloch states is N when N divides the translation and zero otherwise

Take a ring of two sites, with a translation U that exchanges the two amplitudes. Its normalised Bloch states are

ψ₀ = (1, 1)/√2,  ψ₁ = (1, −1)/√2,

and U multiplies them by 1 and −1. After R translations the overlaps ⟨ψ₀, U^R ψ₀⟩ and ⟨ψ₁, U^R ψ₁⟩ are 1 and (−1)^R. If both states are filled, the overlaps add up to

B(R) = 1 + (−1)^R,

which is 2 for even R and 0 for odd R. If the states carry occupations n₀ and n₁ instead, then B(0) = n₀ + n₁ and B(1) = n₀ − n₁. The value at one translation therefore measures how unequally the band is filled. The problems below treat N states in the same way.

The quantity B(R) is the reciprocal form factor. Within the impulse approximation, the Fourier transform of a directional Compton profile gives this function along the chosen direction. For non-interacting electrons in a single one-dimensional band with N allowed wavevectors, a nonzero B(R) at a lattice translation 0 < R < N signals unequal occupation, as in a partly filled metallic band.

## States, translation and form factor

The states live in a complex inner-product space `E`, which may have infinite dimension.

```lean
import Mathlib

open Finset

noncomputable section

namespace BandFormFactor

variable {E : Type*} [NormedAddCommGroup E] [InnerProductSpace ℂ E] {N : ℕ}
```

The Bloch state with label k acquires the following phase under one lattice translation:

φ_k = exp(2πik/N).

These values express periodic boundary conditions over N cells: N translations bring every state back to itself.

```lean
/-- The phase `exp(2πik/N)` acquired by the Bloch state `k` under one lattice translation. -/
def blochPhase (N k : ℕ) : ℂ :=
  Complex.exp (2 * Real.pi * Complex.I * k / N)
```

A band consists of states ψ₀, …, ψ_{N−1}, indexed by `Fin N`, and a linear map U. Two conditions are assumed: ‖ψ_k‖ = 1, which makes each state a properly normalised orbital, and U ψ_k = φ_k ψ_k, which is Bloch's condition for one lattice step. A unitary translation with orthonormal states is the physical case, but neither unitarity nor orthogonality is required.

```lean
/-- A band of `N` normalised Bloch states: the translation `U` multiplies the state `k`
by the phase `exp(2πik/N)`. -/
structure IsBlochBand (U : E →ₗ[ℂ] E) (ψ : Fin N → E) : Prop where
  normalized : ∀ k, ‖ψ k‖ = 1
  translation : ∀ k, U (ψ k) = blochPhase N k • ψ k
```

With real occupations n_k, the form factor is

B(R) = Σ_k n_k ⟨ψ_k, U^R ψ_k⟩.

The inner product is linear in its second argument. The translation R is a natural number, so only forward lattice translations are covered, and not continuous displacements. The occupations are not restricted to the interval from 0 to 1, and spin is left out; a filled band has n_k = 1 for every k.

```lean
/-- The reciprocal form factor `B(R) = ∑ₖ nₖ ⟨ψₖ, U^R ψₖ⟩` of a band with occupations `nₖ`. -/
def formFactor (U : E →ₗ[ℂ] E) (ψ : Fin N → E) (n : Fin N → ℝ) (R : ℕ) : ℂ :=
  ∑ k, (n k : ℂ) * inner ℂ (ψ k) ((U ^ R) (ψ k))
```

## (a) All phases are powers of one root of unity

**Show that φ_k = ω^k, where ω = exp(2πi/N).**

Multiplying an exponent by k raises the exponential to the k-th power:

ω^k = exp(k · 2πi/N) = exp(2πik/N) = φ_k.

In Lean, `Complex.exp_nat_mul` supplies this rule and `ring` compares the exponents.

```lean
/-- The phase of the state `k` is the `k`-th power of the elementary phase `exp(2πi/N)`. -/
lemma blochPhase_eq_pow (N k : ℕ) :
    blochPhase N k = Complex.exp (2 * Real.pi * Complex.I / N) ^ k := by
  rw [blochPhase, ← Complex.exp_nat_mul]
  congr 1
  ring
```

## (b) N translations restore every phase

**For N ≥ 1, show that φ_k^N = 1.**

By (a),

φ_k^N = ω^(kN) = (ω^N)^k = 1^k = 1,

because ω^N = exp(2πi) = 1. The proof takes this last fact from Mathlib's theorem that ω is a primitive N-th root of unity, which also says that no smaller positive power of ω equals 1.

```lean
/-- For `N ≠ 0`, the `N`-th power of every Bloch phase `exp(2πik/N)` is one. -/
lemma blochPhase_pow_card (hN : N ≠ 0) (k : ℕ) : blochPhase N k ^ N = 1 := by
  rw [blochPhase_eq_pow, ← pow_mul, mul_comm k N, pow_mul,
    (Complex.isPrimitiveRoot_exp N hN).pow_eq_one, one_pow]
```

## (c) The phases cancel unless N divides R

**Show that Σ_k φ_k^R is N if N divides R, and 0 otherwise.**

For N = 0 the sum is empty and both cases give 0. Let N ≥ 1 and put z = ω^R. By (a), φ_k^R = ω^(kR) = z^k, so the sum is geometric:

S = 1 + z + … + z^(N−1).

If N divides R, then z = 1 and each of the N terms is 1, so S = N. If N does not divide R, then z ≠ 1, since ω is primitive. The geometric identity gives

S (z − 1) = z^N − 1 = (ω^N)^R − 1 = 0,

and division by z − 1 leaves S = 0.

The Lean proof follows the same route. The step `hsum` rewrites the sum as a geometric series, `split_ifs` separates the two cases, and `geom_sum_mul` is the identity just used.

```lean
/-- The Bloch phases for a translation by `R` sites add up to `N` if `N` divides `R`,
and cancel otherwise. -/
theorem sum_blochPhase_pow (N R : ℕ) :
    ∑ k : Fin N, blochPhase N k ^ R = if N ∣ R then (N : ℂ) else 0 := by
  rcases eq_or_ne N 0 with hN | hN
  · subst hN
    simp
  have hζ := Complex.isPrimitiveRoot_exp N hN
  -- rewrite the sum as a geometric series in `exp(2πi/N)^R`
  have hsum : ∑ k : Fin N, blochPhase N k ^ R =
      ∑ k ∈ range N, (Complex.exp (2 * Real.pi * Complex.I / N) ^ R) ^ k := by
    rw [← Fin.sum_univ_eq_sum_range]
    refine Finset.sum_congr rfl fun k _ => ?_
    rw [blochPhase_eq_pow, ← pow_mul, ← pow_mul, mul_comm (k : ℕ) R]
  rw [hsum]
  split_ifs with hR
  · rw [(hζ.pow_eq_one_iff_dvd R).mpr hR]
    simp
  · have h1 : Complex.exp (2 * Real.pi * Complex.I / N) ^ R ≠ 1 :=
      fun e => hR ((hζ.pow_eq_one_iff_dvd R).mp e)
    have h3 := geom_sum_mul (Complex.exp (2 * Real.pi * Complex.I / N) ^ R) N
    rw [← pow_mul, mul_comm R N, pow_mul, hζ.pow_eq_one, one_pow, sub_self] at h3
    exact (mul_eq_zero.mp h3).resolve_right (sub_ne_zero.mpr h1)
```

## (d) Repeated translation multiplies by a power of the phase

**Show that U^R ψ_k = φ_k^R ψ_k.**

Use induction on R. For R = 0 both sides are ψ_k. If the claim holds for R, linearity of U gives

U^(R+1) ψ_k = U(φ_k^R ψ_k) = φ_k^R U ψ_k = φ_k^(R+1) ψ_k.

In the code, `map_smul` is the linearity step and `h.translation` is Bloch's condition.

```lean
/-- A translation by `R` sites multiplies a Bloch state by the `R`-th power of its phase. -/
theorem translation_pow {U : E →ₗ[ℂ] E} {ψ : Fin N → E} (h : IsBlochBand U ψ)
    (k : Fin N) (R : ℕ) : (U ^ R) (ψ k) = blochPhase N k ^ R • ψ k := by
  induction R with
  | zero => simp
  | succ R ih =>
    have hs : (U ^ (R + 1)) (ψ k) = U ((U ^ R) (ψ k)) := by
      rw [pow_succ', Module.End.mul_apply]
    rw [hs, ih, map_smul, h.translation, smul_smul, ← pow_succ]
```

## (e) The form factor is a Fourier sum of occupations

**Show that B(R) = Σ_k n_k φ_k^R.**

Insert (d) into the definition and take the scalar out of the second argument of the inner product:

⟨ψ_k, U^R ψ_k⟩ = φ_k^R ⟨ψ_k, ψ_k⟩ = φ_k^R ‖ψ_k‖² = φ_k^R.

Multiplying by n_k and summing gives the claim. Each state is compared only with its own translate, so no overlap between different states appears. This is why orthogonality is not needed.

```lean
/-- The reciprocal form factor of a Bloch band is the Fourier sum of its occupations. -/
theorem formFactor_eq {U : E →ₗ[ℂ] E} {ψ : Fin N → E} (h : IsBlochBand U ψ)
    (n : Fin N → ℝ) (R : ℕ) :
    formFactor U ψ n R = ∑ k, (n k : ℂ) * blochPhase N k ^ R := by
  unfold formFactor
  refine Finset.sum_congr rfl fun k _ => ?_
  rw [translation_pow h, inner_smul_right, inner_self_eq_norm_sq_to_K, h.normalized]
  simp
```

## (f) The filled band

**Show that with n_k = 1 for all k, B(R) = N if N divides R, and B(R) = 0 otherwise.**

By (e), the form factor of the filled band is the bare phase sum Σ_k φ_k^R, and (c) evaluates it. For N = 1 every R is divisible by N and B(R) = 1 throughout, as it must be for a single state that the translation leaves unchanged.

In the statement, `fun _ => 1` is the filled occupation, and the `if` expression gives the two values.

```lean
/-- The reciprocal form factor of a filled band is `N` at translations `R` divisible by `N`,
and zero at all others. -/
theorem formFactor_filled {U : E →ₗ[ℂ] E} {ψ : Fin N → E} (h : IsBlochBand U ψ) (R : ℕ) :
    formFactor U ψ (fun _ => 1) R = if N ∣ R then (N : ℂ) else 0 := by
  rw [formFactor_eq h, ← sum_blochPhase_pow]
  simp
```

## (g) The form factor determines the occupations

**Show that each occupation follows from B(0), …, B(N−1):**

n_j = (1/N) Σ_{R=0}^{N−1} φ_j^(−R) B(R).

Insert (e) and exchange the two finite sums. The right-hand side becomes

(1/N) Σ_k n_k Σ_{R=0}^{N−1} (φ_k/φ_j)^R.

For k = j the inner sum has N terms equal to 1. For k ≠ j put w = φ_k/φ_j. The powers ω⁰, …, ω^(N−1) are all different, so w ≠ 1, while (b) gives w^N = 1. Then

(w − 1) Σ_{R=0}^{N−1} w^R = w^N − 1 = 0,

and the inner sum vanishes. Only N n_j is left, and the factor 1/N turns it into n_j.

This is again a geometric sum over roots of unity, now taken over translations instead of states. The intermediate claim `key` records its two values, `pow_inj` says that the phases are different, and the `calc` block exchanges the sums with `Finset.sum_comm`. The equation is stated in the complex numbers, with the real occupation `n j` read as a complex number.

```lean
/-- The occupation of each Bloch state is recovered from the form factor at the translations
`R = 0, …, N - 1` by an inverse Fourier sum. -/
theorem occupation_eq {U : E →ₗ[ℂ] E} {ψ : Fin N → E} (h : IsBlochBand U ψ)
    (n : Fin N → ℝ) (j : Fin N) :
    (n j : ℂ) = (∑ R ∈ range N, (blochPhase N j ^ R)⁻¹ * formFactor U ψ n R) / N := by
  have hN : N ≠ 0 := by
    have := j.isLt
    omega
  have hne : blochPhase N j ≠ 0 := Complex.exp_ne_zero _
  -- summing over translations singles out the state `j`
  have key : ∀ k : Fin N, ∑ R ∈ range N, (blochPhase N j ^ R)⁻¹ * blochPhase N k ^ R =
      if k = j then (N : ℂ) else 0 := by
    intro k
    have hterm : ∀ R : ℕ, (blochPhase N j ^ R)⁻¹ * blochPhase N k ^ R =
        (blochPhase N k / blochPhase N j) ^ R := by
      intro R
      rw [div_pow, div_eq_inv_mul]
    rw [Finset.sum_congr rfl fun R _ => hterm R]
    split_ifs with hkj
    · rw [hkj, div_self hne]
      simp
    · have h1 : blochPhase N k / blochPhase N j ≠ 1 := by
        intro e
        have e' := (div_eq_one_iff_eq hne).mp e
        rw [blochPhase_eq_pow N k, blochPhase_eq_pow N j] at e'
        exact hkj (Fin.ext ((Complex.isPrimitiveRoot_exp N hN).pow_inj k.isLt j.isLt e'))
      have h3 := geom_sum_mul (blochPhase N k / blochPhase N j) N
      rw [div_pow, blochPhase_pow_card hN, blochPhase_pow_card hN, div_one, sub_self] at h3
      exact (mul_eq_zero.mp h3).resolve_right (sub_ne_zero.mpr h1)
  rw [eq_div_iff (Nat.cast_ne_zero.mpr hN)]
  symm
  calc ∑ R ∈ range N, (blochPhase N j ^ R)⁻¹ * formFactor U ψ n R
      = ∑ R ∈ range N, ∑ k : Fin N,
          (n k : ℂ) * ((blochPhase N j ^ R)⁻¹ * blochPhase N k ^ R) := by
        refine Finset.sum_congr rfl fun R _ => ?_
        rw [formFactor_eq h, Finset.mul_sum]
        exact Finset.sum_congr rfl fun k _ => mul_left_comm _ _ _
    _ = ∑ k : Fin N, (n k : ℂ) *
          ∑ R ∈ range N, (blochPhase N j ^ R)⁻¹ * blochPhase N k ^ R := by
        rw [Finset.sum_comm]
        exact Finset.sum_congr rfl fun k _ => (Finset.mul_sum _ _ _).symm
    _ = (n j : ℂ) * N := by
        simp only [key]
        simp
```

## (h) Vanishing form factor means equal occupation

**Show that B(R) = 0 for every R not divisible by N exactly when all n_k are equal.**

Suppose first that B vanishes at all those R. Among R = 0, …, N−1 only R = 0 is divisible by N, so one term of the sum in (g) survives:

n_j = B(0)/N.

The right-hand side does not depend on j, so all occupations are equal.

Conversely, let every n_k equal a common value c. By (e) and (c),

B(R) = c Σ_k φ_k^R = 0

whenever N does not divide R. For N = 0 there are no states, and both conditions hold.

The condition detects uniform filling and not full filling: a band with every occupation equal to 1/2 satisfies it too. The value B(0), which is the sum of the occupations, tells the two apart.

In the Lean proof, `Finset.sum_eq_single 0` keeps the term R = 0, and `Complex.ofReal_injective` carries the equality back from complex to real numbers.

```lean
/-- The form factor vanishes at every translation not divisible by `N` exactly when all
Bloch states of the band are equally occupied. -/
theorem formFactor_vanishes_iff {U : E →ₗ[ℂ] E} {ψ : Fin N → E} (h : IsBlochBand U ψ)
    (n : Fin N → ℝ) :
    (∀ R, ¬ N ∣ R → formFactor U ψ n R = 0) ↔ ∀ j k, n j = n k := by
  constructor
  · intro hB j k
    -- only the term `R = 0` survives in the inverse Fourier sum
    have hn : ∀ i : Fin N, (n i : ℂ) = formFactor U ψ n 0 / N := by
      intro i
      rw [occupation_eq h n i, Finset.sum_eq_single 0]
      · simp
      · intro R hR hR0
        have hd : ¬ N ∣ R := fun hd => absurd (Nat.le_of_dvd (Nat.pos_of_ne_zero hR0) hd)
          (not_le_of_gt (Finset.mem_range.mp hR))
        rw [hB R hd, mul_zero]
      · intro h0
        exact absurd (Finset.mem_range.mpr (Nat.zero_lt_of_lt i.isLt)) h0
    exact Complex.ofReal_injective ((hn j).trans (hn k).symm)
  · intro hn R hR
    rcases Nat.eq_zero_or_pos N with h0 | h0
    · subst h0
      simp [formFactor]
    · have hc : ∑ k : Fin N, (n k : ℂ) * blochPhase N k ^ R =
          ∑ k : Fin N, (n ⟨0, h0⟩ : ℂ) * blochPhase N k ^ R :=
        Finset.sum_congr rfl fun k _ => by rw [hn k ⟨0, h0⟩]
      rw [formFactor_eq h, hc, ← Finset.mul_sum, sum_blochPhase_pow, if_neg hR, mul_zero]
```

## (i) Plane waves on a ring form such a band

**For N ≥ 1, let U act on functions on a ring of N sites by (Uv)(x) = v(x + 1). Show that the plane waves**

ψ_k(x) = N^(−1/2) exp(2πikx/N)

**satisfy both conditions on a band.**

Each amplitude has squared modulus 1/N, and there are N sites, so

‖ψ_k‖² = N · (1/N) = 1.

For the translation,

(Uψ_k)(x) = N^(−1/2) exp(2πik(x + 1)/N) = exp(2πik/N) ψ_k(x) = φ_k ψ_k(x).

This also holds across the closing bond from site N−1 to site 0, since exp(2πik) = 1. Results (d) to (h) therefore apply to a concrete tight-binding ring of every size N ≥ 1.

The sites are the elements of `ZMod N`, the integers modulo N, so x + 1 closes the ring automatically.

```lean
/-- Translation by one site on a ring of `N` sites: `(Uv)(x) = v(x + 1)`. -/
def ringTranslation (N : ℕ) : EuclideanSpace ℂ (ZMod N) →ₗ[ℂ] EuclideanSpace ℂ (ZMod N) where
  toFun v := WithLp.toLp 2 fun x => v (x + 1)
  map_add' _ _ := rfl
  map_smul' _ _ := rfl
```

The function `ZMod.stdAddChar` sends a site x to exp(2πix/N). Applied to the product kx, it gives the plane wave.

```lean
/-- The plane wave `N^(-1/2) exp(2πikx/N)` on a ring of `N` sites. -/
def planeWave (N : ℕ) [NeZero N] (k : Fin N) : EuclideanSpace ℂ (ZMod N) :=
  WithLp.toLp 2 fun x => ((√(N : ℝ) : ℝ) : ℂ)⁻¹ * ZMod.stdAddChar (((k : ℕ) : ZMod N) * x)
```

The proof has one part for each condition. Under `normalized`, `hx` finds the squared modulus 1/N at a site, and the sum over sites follows. Under `translation`, `hk` identifies the character at k with φ_k, and `AddChar.map_add_eq_mul` splits the exponential of a sum into a product.

```lean
/-- The plane waves on a ring of `N` sites form a Bloch band for the one-site translation. -/
theorem isBlochBand_witness (N : ℕ) [NeZero N] :
    IsBlochBand (ringTranslation N) (planeWave N) where
  normalized k := by
    have hx : ∀ x, ‖planeWave N k x‖ ^ 2 = (N : ℝ)⁻¹ := by
      intro x
      change ‖((√(N : ℝ) : ℝ) : ℂ)⁻¹ * ZMod.stdAddChar (((k : ℕ) : ZMod N) * x)‖ ^ 2 = _
      rw [norm_mul, ZMod.stdAddChar_apply, Circle.norm_coe, mul_one, norm_inv,
        Complex.norm_real, Real.norm_eq_abs, inv_pow, sq_abs, Real.sq_sqrt (Nat.cast_nonneg N)]
    have hN : (N : ℝ) ≠ 0 := Nat.cast_ne_zero.mpr (NeZero.ne N)
    rw [EuclideanSpace.norm_eq, Finset.sum_congr rfl fun x _ => hx x, Finset.sum_const,
      Finset.card_univ, ZMod.card, nsmul_eq_mul, mul_inv_cancel₀ hN, Real.sqrt_one]
  translation k := by
    have hk : ZMod.stdAddChar ((k : ℕ) : ZMod N) = blochPhase N k := by
      have := ZMod.stdAddChar_coe (N := N) ((k : ℕ) : ℤ)
      simpa [blochPhase] using this
    ext x
    change ((√(N : ℝ) : ℝ) : ℂ)⁻¹ * ZMod.stdAddChar (((k : ℕ) : ZMod N) * (x + 1)) =
      blochPhase N k * (((√(N : ℝ) : ℝ) : ℂ)⁻¹ * ZMod.stdAddChar (((k : ℕ) : ZMod N) * x))
    rw [mul_add, mul_one, AddChar.map_add_eq_mul, hk]
    ring

end BandFormFactor
```

```lean
#print axioms BandFormFactor.formFactor_filled
-- 'BandFormFactor.formFactor_filled' depends on axioms: [propext, Classical.choice, Quot.sound]
#print axioms BandFormFactor.formFactor_vanishes_iff
-- 'BandFormFactor.formFactor_vanishes_iff' depends on axioms: [propext, Classical.choice, Quot.sound]
```
